# Site levels confined to an interval of length D have variance at most D²/4, however many components the alloy has

Take a binary alloy with site levels \(0\) and \(D\) in equal amounts. The mean level is \(D/2\), both components lie \(D/2\) away from it, and the variance is \(D^2/4\). Now add a third component with level \(D/2\) and make all three concentrations \(1/3\). The variance becomes

\[
\tfrac13\left(\tfrac{D^2}{4}+0+\tfrac{D^2}{4}\right)=\tfrac{D^2}{6}.
\]

The ternary alloy has the larger ideal entropy of mixing, and yet its levels scatter less. I had expected an alloy with more components to be more disordered in every sense that matters to the electrons. Is this an accident of putting the third level exactly in the middle, or is there a general limit on what extra components can do?

## The spread of the levels sets the limit, not their number

There is a general limit. The third component sits at the mean and contributes nothing to the variance, while the concentration it occupies is taken from the two components that do contribute. The ideal entropy of mixing depends only on the concentrations; the variance also depends on where the levels lie. If all levels lie in an interval of length \(D\), no composition with any number of components exceeds \(D^2/4\), which your binary alloy already reaches.

This does not mean that a further component always lowers the variance. A binary alloy with levels \(0\) and \(D\) in the proportion 90 to 10 has variance \(0.09\,D^2\), less than your ternary alloy. A new component whose level lies outside the old interval increases \(D\) itself, and the limit rises with it.

In a single-band tight-binding alloy with uncorrelated site occupations and disorder only in the site levels, take as reference the average crystal, in which every site has the mean level. For weak disorder the leading self-energy relative to it is this variance times the on-site Green function of the average crystal, so the limit also caps that prefactor at given \(D\).

### An exact expression for the shortfall from D²/4

Let component \(i\) have concentration \(c_i\ge 0\), with \(\sum_i c_i=1\), and level \(\varepsilon_i\) in \([a,a+D]\). Write

\[
\mu=\sum_i c_i\varepsilon_i,\qquad V=\sum_i c_i(\varepsilon_i-\mu)^2 .
\]

Expanding the square gives

\[
V=\sum_i c_i\varepsilon_i^2-2\mu\sum_i c_i\varepsilon_i+\mu^2\sum_i c_i=\sum_i c_i\varepsilon_i^2-\mu^2 .
\]

Next, consider a quantity that vanishes when a level is at either end of the interval and is positive in between:

\[
(\varepsilon_i-a)(a+D-\varepsilon_i)=(2a+D)\varepsilon_i-\varepsilon_i^2-a(a+D).
\]

Its concentration average is

\[
S=\sum_i c_i(\varepsilon_i-a)(a+D-\varepsilon_i)=(2a+D)\mu-\sum_i c_i\varepsilon_i^2-a(a+D).
\]

Solve this for the second moment, insert the result in \(V\), and complete the square in \(\mu\):

\[
V=(2a+D)\mu-a(a+D)-\mu^2-S
=\frac{D^2}{4}-\left(\mu-a-\frac D2\right)^2-S .
\]

Neither subtracted term can be negative, so \(V\le D^2/4\). The first measures how far the mean is from the midpoint, the second how far the levels are from the ends.

Equality requires both terms to vanish. The mean must then be the midpoint, and since \(S\) is a sum of nonnegative terms, each of them must be zero: every component with \(c_i\neq0\) has its level at \(a\) or \(a+D\). Your binary alloy satisfies both conditions. Your ternary alloy has the right mean but a third of its sites at the midpoint, where \((\varepsilon_i-a)(a+D-\varepsilon_i)=D^2/4\). Hence \(S=D^2/12\), which is the difference between \(D^2/4\) and \(D^2/6\).

### Equally spaced levels in equal amounts

Your example is also the start of a regular sequence. For \(n\ge2\), take the levels \(a+kh\) with \(k=0,\dots,n-1\) and \(h=D/(n-1)\), each with concentration \(1/n\). The sums needed are

\[
\sum_{k=0}^{n-1}k=\frac{n(n-1)}2,\qquad
\sum_{k=0}^{n-1}k^2=\frac{n(n-1)(2n-1)}6 .
\]

They give the two moments

\[
\mu=a+\frac{h(n-1)}2,\qquad
\frac1n\sum_{k=0}^{n-1}(a+kh)^2=a^2+ah(n-1)+\frac{h^2(n-1)(2n-1)}6 .
\]

On subtracting \(\mu^2\), the terms in \(a\) cancel:

\[
V_n=h^2(n-1)\left[\frac{2n-1}{6}-\frac{n-1}{4}\right]
=\frac{h^2(n-1)(n+1)}{12}
=\frac{D^2(n+1)}{12(n-1)} .
\]

For \(n=2,3,4\) this is \(D^2/4\), \(D^2/6\) and \(5D^2/36\). To compare \(2\le m<n\), cross-multiply by the positive denominators:

\[
12D^2\big[(m+1)(n-1)-(n+1)(m-1)\big]=24D^2(n-m).
\]

This is positive for \(D\ne0\), so \(V_n<V_m\). The decrease starts at two components: a pure element has zero variance, and going from one component to two raises it.

### The alloy model in Lean

The components form a finite type `ι`, and an alloy is a pair of real functions on it, `c` for the concentrations and `ε` for the levels. `meanLevel c ε` is \(\mu\) and `levelVariance c ε` is \(V\), a mean square with the units of energy squared, not its root.

The physical conditions enter as hypotheses. `hc0` says that no concentration is negative, `hc` that the concentrations sum to one, and `hε` that every level lies in the closed interval `Set.Icc a (a + D)`. A separate assumption \(D\ge0\) is unnecessary, because an interval that contains a level has nonnegative length. The type may include components of zero concentration; their levels must also lie in the interval, but the equality condition places no further demand on them.

The results are stated as follows.

- `levelVariance_le` is the bound \(V\le D^2/4\), for every finite `ι` and every composition.
- `levelVariance_eq_max_iff` says that equality holds exactly when the mean is `a + D / 2` and each component with `c i ≠ 0` has its level at `a` or `a + D`.
- `levelVariance_binary` evaluates the variance of the equal mixture of the two endpoints.
- `levelVariance_ladder` gives the closed form for \(n\ge2\). Here `equiatomic n` is the constant concentration \(1/n\), and `ladder a D n` assigns \(a+kD/(n-1)\) to the index `k` in `Fin n`, which runs from \(0\) to \(n-1\).
- `levelVariance_ladder_strictAntiOn` says that, for \(D\neq0\), this variance is strictly decreasing on `Set.Ici 2`, the integers from two upwards.

The model gives each component one fixed real level. In a real alloy, charge transfer and local relaxation can make the level depend on the surroundings, and the hopping or the bandwidth can differ between components. Neither effect appears here, nor does short-range order. The variance is also only one number: alloys with equal variance can have different level distributions and different spectra.

```lean
import Mathlib

namespace MulticomponentAlloyDisorder

noncomputable section

variable {ι : Type*} [Fintype ι]

/-- The mean site level of an alloy with concentrations `c` and levels `ε`. -/
def meanLevel (c ε : ι → ℝ) : ℝ := ∑ i, c i * ε i

/-- The diagonal disorder of an alloy: the concentration-weighted mean square deviation
of the site levels from `meanLevel`. -/
def levelVariance (c ε : ι → ℝ) : ℝ := ∑ i, c i * (ε i - meanLevel c ε) ^ 2

/-- Equal concentrations `1/n` of `n` components, for `n ≥ 1`. -/
def equiatomic (n : ℕ) (_ : Fin n) : ℝ := 1 / (n : ℝ)

/-- Equally spaced levels `a + k D / (n - 1)`, `k = 0, ..., n - 1`, for `n ≥ 2`. -/
def ladder (a D : ℝ) (n : ℕ) (k : Fin n) : ℝ := a + ((k : ℕ) : ℝ) * (D / ((n : ℝ) - 1))

/-- For concentrations that sum to one, the variance of the levels is their second moment
minus the square of their mean. -/
theorem levelVariance_eq_moments (c ε : ι → ℝ) (hc : ∑ i, c i = 1) :
    levelVariance c ε = ∑ i, c i * ε i ^ 2 - meanLevel c ε ^ 2 := by
  -- expand the square about an arbitrary reference level
  have key : ∀ M : ℝ, ∑ i, c i * (ε i - M) ^ 2
      = ∑ i, c i * ε i ^ 2 - 2 * M * ∑ i, c i * ε i + M ^ 2 * ∑ i, c i := by
    intro M
    rw [Finset.mul_sum, Finset.mul_sum, ← Finset.sum_sub_distrib, ← Finset.sum_add_distrib]
    exact Finset.sum_congr rfl (fun i _ => by ring)
  unfold levelVariance
  rw [key (meanLevel c ε), hc]
  simp only [meanLevel]
  ring

/-- For concentrations that sum to one, the variance equals `D²/4` minus the squared offset of the
mean from the midpoint of `[a, a + D]`, minus the sum of `c i * ((ε i - a) * (a + D - ε i))` over
all components. -/
theorem levelVariance_eq_deficit (c ε : ι → ℝ) (a D : ℝ) (hc : ∑ i, c i = 1) :
    levelVariance c ε = D ^ 2 / 4 - (meanLevel c ε - (a + D / 2)) ^ 2
      - ∑ i, c i * ((ε i - a) * (a + D - ε i)) := by
  have h : ∑ i, c i * ((ε i - a) * (a + D - ε i))
      = (2 * a + D) * ∑ i, c i * ε i - ∑ i, c i * ε i ^ 2 - a * (a + D) * ∑ i, c i := by
    rw [Finset.mul_sum, Finset.mul_sum, ← Finset.sum_sub_distrib, ← Finset.sum_sub_distrib]
    exact Finset.sum_congr rfl (fun i _ => by ring)
  rw [levelVariance_eq_moments c ε hc, h, hc]
  simp only [meanLevel]
  ring

/-- An alloy with any number of components, with nonnegative concentrations that sum to one
and levels in an interval of length `D`, has level variance at most `D²/4`. -/
theorem levelVariance_le (c ε : ι → ℝ) (a D : ℝ) (hc0 : ∀ i, 0 ≤ c i)
    (hc : ∑ i, c i = 1) (hε : ∀ i, ε i ∈ Set.Icc a (a + D)) :
    levelVariance c ε ≤ D ^ 2 / 4 := by
  have hs : 0 ≤ ∑ i, c i * ((ε i - a) * (a + D - ε i)) :=
    Finset.sum_nonneg fun i _ => mul_nonneg (hc0 i)
      (mul_nonneg (sub_nonneg.2 (hε i).1) (sub_nonneg.2 (hε i).2))
  rw [levelVariance_eq_deficit c ε a D hc]
  linarith [sq_nonneg (meanLevel c ε - (a + D / 2))]

/-- For nonnegative concentrations that sum to one and levels in `[a, a + D]`, the variance
equals `D²/4` exactly when the mean level is the midpoint and every component present in
nonzero concentration has its level at an endpoint. -/
theorem levelVariance_eq_max_iff (c ε : ι → ℝ) (a D : ℝ) (hc0 : ∀ i, 0 ≤ c i)
    (hc : ∑ i, c i = 1) (hε : ∀ i, ε i ∈ Set.Icc a (a + D)) :
    levelVariance c ε = D ^ 2 / 4 ↔
      meanLevel c ε = a + D / 2 ∧ ∀ i, c i ≠ 0 → ε i = a ∨ ε i = a + D := by
  have hnn : ∀ i ∈ Finset.univ, 0 ≤ c i * ((ε i - a) * (a + D - ε i)) :=
    fun i _ => mul_nonneg (hc0 i)
      (mul_nonneg (sub_nonneg.2 (hε i).1) (sub_nonneg.2 (hε i).2))
  rw [levelVariance_eq_deficit c ε a D hc]
  constructor
  · intro h
    -- two nonnegative deficits add up to zero, so both vanish
    have hs := Finset.sum_nonneg hnn
    have hq := sq_nonneg (meanLevel c ε - (a + D / 2))
    have hm : (meanLevel c ε - (a + D / 2)) ^ 2 = 0 := by linarith
    have h0 : ∑ i, c i * ((ε i - a) * (a + D - ε i)) = 0 := by linarith
    refine ⟨sub_eq_zero.1 ((pow_eq_zero_iff two_ne_zero).1 hm), fun i hi => ?_⟩
    have hz := (Finset.sum_eq_zero_iff_of_nonneg hnn).1 h0 i (Finset.mem_univ i)
    rcases mul_eq_zero.1 ((mul_eq_zero.1 hz).resolve_left hi) with h1 | h1
    · left; linarith
    · right; linarith
  · rintro ⟨hm, he⟩
    have h0 : ∑ i, c i * ((ε i - a) * (a + D - ε i)) = 0 := by
      refine Finset.sum_eq_zero fun i _ => ?_
      by_cases hi : c i = 0
      · rw [hi, zero_mul]
      · rcases he i hi with h | h <;> rw [h] <;> ring
    rw [hm, h0]
    ring

/-- The equal binary mixture of the levels `a` and `a + D` has variance `D²/4`. -/
theorem levelVariance_binary (a D : ℝ) :
    levelVariance ![1 / 2, 1 / 2] ![a, a + D] = D ^ 2 / 4 := by
  simp only [levelVariance, meanLevel, Fin.sum_univ_two, Matrix.cons_val_zero,
    Matrix.cons_val_one]
  ring

/-- For `n ≥ 2` equally spaced levels from `a` to `a + D` in equal amounts, the variance is
`D² (n + 1) / (12 (n - 1))`. -/
theorem levelVariance_ladder (a D : ℝ) (n : ℕ) (hn : 2 ≤ n) :
    levelVariance (equiatomic n) (ladder a D n)
      = D ^ 2 * ((n : ℝ) + 1) / (12 * ((n : ℝ) - 1)) := by
  have hn2 : (2 : ℝ) ≤ n := by exact_mod_cast hn
  have hn0 : (n : ℝ) ≠ 0 := by intro h; linarith
  have hn1 : (n : ℝ) - 1 ≠ 0 := by intro h; linarith
  -- sums of the first integers and of their squares
  have s1 : ∀ m : ℕ, ∑ k : Fin m, ((k : ℕ) : ℝ) = (m : ℝ) * (m - 1) / 2 := by
    intro m
    rw [Fin.sum_univ_eq_sum_range (fun k : ℕ => (k : ℝ)) m]
    induction m with
    | zero => simp
    | succ m ih => rw [Finset.sum_range_succ, ih]; push_cast; ring
  have s2 : ∀ m : ℕ, ∑ k : Fin m, ((k : ℕ) : ℝ) ^ 2
      = (m : ℝ) * (m - 1) * (2 * m - 1) / 6 := by
    intro m
    rw [Fin.sum_univ_eq_sum_range (fun k : ℕ => (k : ℝ) ^ 2) m]
    induction m with
    | zero => simp
    | succ m ih => rw [Finset.sum_range_succ, ih]; push_cast; ring
  have hsum : ∑ k, equiatomic n k = 1 := by
    simp only [equiatomic, Finset.sum_const, Finset.card_univ, Fintype.card_fin, nsmul_eq_mul]
    exact mul_one_div_cancel hn0
  -- first and second moments of the ladder
  have h1 : ∑ k, equiatomic n k * ladder a D n k
      = a * ∑ k, equiatomic n k + D / ((n : ℝ) - 1) / n * ∑ k : Fin n, ((k : ℕ) : ℝ) := by
    rw [Finset.mul_sum, Finset.mul_sum, ← Finset.sum_add_distrib]
    exact Finset.sum_congr rfl (fun k _ => by simp only [equiatomic, ladder]; ring)
  have h2 : ∑ k, equiatomic n k * ladder a D n k ^ 2
      = a ^ 2 * ∑ k, equiatomic n k
        + 2 * a * (D / ((n : ℝ) - 1)) / n * ∑ k : Fin n, ((k : ℕ) : ℝ)
        + (D / ((n : ℝ) - 1)) ^ 2 / n * ∑ k : Fin n, ((k : ℕ) : ℝ) ^ 2 := by
    rw [Finset.mul_sum, Finset.mul_sum, Finset.mul_sum, ← Finset.sum_add_distrib,
      ← Finset.sum_add_distrib]
    exact Finset.sum_congr rfl (fun k _ => by simp only [equiatomic, ladder]; ring)
  rw [levelVariance_eq_moments _ _ hsum, meanLevel, h1, h2, hsum, s1, s2]
  field_simp
  ring

/-- At fixed nonzero spread `D`, the variance of `n` equally spaced levels in equal amounts
strictly decreases with the number of components `n ≥ 2`. -/
theorem levelVariance_ladder_strictAntiOn (a D : ℝ) (hD : D ≠ 0) :
    StrictAntiOn (fun n : ℕ => levelVariance (equiatomic n) (ladder a D n)) (Set.Ici 2) := by
  intro m hm n hn hmn
  change levelVariance (equiatomic n) (ladder a D n)
    < levelVariance (equiatomic m) (ladder a D m)
  rw [levelVariance_ladder a D n hn, levelVariance_ladder a D m hm]
  have hm2 : (2 : ℝ) ≤ m := by exact_mod_cast Set.mem_Ici.1 hm
  have hlt : (m : ℝ) < n := by exact_mod_cast hmn
  have hD2 : 0 < D ^ 2 := by positivity
  -- after cross-multiplication the difference is a positive multiple of `D² (n - m)`
  rw [div_lt_div_iff₀ (by linarith) (by linarith)]
  nlinarith [mul_pos hD2 (sub_pos.2 hlt)]

end

end MulticomponentAlloyDisorder
```

```lean
#print axioms MulticomponentAlloyDisorder.levelVariance_le
-- 'MulticomponentAlloyDisorder.levelVariance_le' depends on axioms: [propext, Classical.choice, Quot.sound]
#print axioms MulticomponentAlloyDisorder.levelVariance_eq_max_iff
-- 'MulticomponentAlloyDisorder.levelVariance_eq_max_iff' depends on axioms: [propext, Classical.choice, Quot.sound]
#print axioms MulticomponentAlloyDisorder.levelVariance_binary
-- 'MulticomponentAlloyDisorder.levelVariance_binary' depends on axioms: [propext, Classical.choice, Quot.sound]
#print axioms MulticomponentAlloyDisorder.levelVariance_ladder_strictAntiOn
-- 'MulticomponentAlloyDisorder.levelVariance_ladder_strictAntiOn' depends on axioms: [propext, Classical.choice, Quot.sound]
```

### From the algebra to the Lean proofs

`levelVariance_eq_moments` is the expansion of the square. Its inner statement `key` carries this out about an arbitrary reference level `M`: the sums are combined and `ring` checks the identity for each component. Setting `M` to the mean and using `hc` gives the second moment minus \(\mu^2\).

`levelVariance_eq_deficit` is the exact expression for the shortfall. The inner statement `h` is the expansion of \(S\), and the final `ring` completes the square. Like the moment formula, this identity uses only that the concentrations sum to one; their signs and the position of the levels play no part until the bound.

In `levelVariance_le`, `hs` establishes \(S\ge0\), since each term is a product of three nonnegative factors. `sq_nonneg` supplies the sign of the squared offset, and `linarith` combines the two.

The forward direction of `levelVariance_eq_max_iff` starts from two nonnegative quantities whose sum is zero, from which `linarith` concludes that each is zero. The lemma `Finset.sum_eq_zero_iff_of_nonneg` then turns \(S=0\) into a statement about each component. With a nonzero concentration, one of the other two factors must vanish, which puts the level at one of the ends. For the converse, each term of \(S\) vanishes either because the concentration is zero or because the level is at an endpoint. `levelVariance_binary` simply writes out the two-term sums.

In `levelVariance_ladder`, `s1` and `s2` are the sums of \(k\) and \(k^2\), proved by induction. `hsum` checks that the equal concentrations add up to one, and `h1` and `h2` express the first and second moments through these sums. After substitution in the moment formula, `field_simp` clears the denominators, which are nonzero because \(n\ge2\), and `ring` verifies the remaining polynomial identity.

The last theorem replaces both variances by their closed forms. `div_lt_div_iff₀` performs the cross-multiplication, and `nlinarith` finishes with the positivity of \(D^2(n-m)\), the same quantity that decided the comparison by hand.
